# A double well in a model f-electron potential

Along the start of the lanthanide row, the 4f orbital changes from a diffuse orbital far outside the core to a compact one inside it. This orbital collapse raises a question about the potential: can a single f electron see two separate regions of attraction, one close to the nucleus and one far out?

In atomic units, let an electron of angular momentum l at radius r see the charge 1 + N e^(−ar): a unit ionic charge plus a core charge N screened at the rate a. Write L = l(l+1)/2. The effective potential is

V(r) = L/r² − (1 + N e^(−ar))/r.

For l = 3, N = 56, a = 2 it has a local minimum in (0,4) with value below −2 hartree and another beyond 4 with value between −1/10 and 0, while V(4) > 0. The charge then falls from 57, the nuclear charge of lanthanum, to 1.

```lean
import Mathlib

open Set

namespace OrbitalCollapse

noncomputable section
```

`effectivePotential` is V for general l, N and a, `fPotential` is the f-electron case, and `fPotential_eq` identifies the two.

```lean
/-- Effective radial potential (atomic units, `r > 0`) of an electron with angular momentum `l`
attracted by a unit ionic charge and a core charge `N` screened at the rate `a`. -/
def effectivePotential (l : ℕ) (N a r : ℝ) : ℝ :=
  (l : ℝ) * (l + 1) / 2 / r ^ 2 - (1 + N * Real.exp (-a * r)) / r

/-- The effective f-electron potential `6/r² - (1 + 56 exp(-2r))/r`, for `r > 0`. -/
def fPotential (r : ℝ) : ℝ :=
  6 / r ^ 2 - (1 + 56 * Real.exp (-2 * r)) / r

/-- The f-electron potential is the effective potential with `l = 3`, core charge 56 and
screening rate 2. -/
theorem fPotential_eq : fPotential = effectivePotential 3 56 2 := by
  funext r
  have h : ((3 : ℕ) : ℝ) * (((3 : ℕ) : ℝ) + 1) / 2 = 6 := by norm_num
  unfold fPotential effectivePotential
  rw [h]
```

The form of the screening and the values of N and a are postulated, not derived from Hartree-Fock equations, and exchange is absent. The theorems concern the potential alone, not orbitals or energy levels.

## Positive radius, r > 0

The radius is a distance from the nucleus, where V is singular. By hand, r > 0 allows multiplication by r² without changing a sign:

r² V(r) = L − r(1 + N e^(−ar)).

So V is positive when r times the charge is below L, and negative when it is above. `sign_criterion` states both equivalences. At r = 0 the criterion fails for l ≥ 1, because Lean's division by zero makes V(0) = 0 although 0 < L.

```lean
/-- At a radius `r > 0` the potential is positive or negative according to whether `r` times the
effective charge is below or above `l(l+1)/2`. -/
theorem sign_criterion (l : ℕ) (N a : ℝ) {r : ℝ} (hr : 0 < r) :
    (0 < effectivePotential l N a r ↔
      r * (1 + N * Real.exp (-a * r)) < (l : ℝ) * (l + 1) / 2) ∧
    (effectivePotential l N a r < 0 ↔
      (l : ℝ) * (l + 1) / 2 < r * (1 + N * Real.exp (-a * r))) := by
  have h2 : 0 < r ^ 2 := by positivity
  have h : effectivePotential l N a r =
      ((l : ℝ) * (l + 1) / 2 - r * (1 + N * Real.exp (-a * r))) / r ^ 2 := by
    unfold effectivePotential
    rw [sub_div, pow_two, mul_div_mul_left _ _ hr.ne']
  rw [h]
  constructor
  · rw [lt_div_iff₀ h2, zero_mul, sub_pos]
  · rw [div_lt_iff₀ h2, zero_mul, sub_neg]
```

A radial program can make the same comparison: tabulate r times the effective charge on the grid and compare it with l(l+1)/2. For l = 3, N = 56, a = 2 the first two sign changes enclose the inner well, and the third marks the near edge of the outer one, beyond which V stays negative. To locate both minima, the grid must resolve the inner well and reach past the outer minimum.

## An attractive, screened core, N ≥ 0 and a ≥ 0

These signs say that the core attracts and that its charge does not grow with distance. By hand they give N e^(−ar) ≤ N, so the total charge never exceeds 1 + N. This is `screened_le`, and both well theorems use it.

```lean
/-- For a core charge `N ≥ 0`, a screening rate `a ≥ 0` and a radius `r > 0`, the screened core
charge `N exp(-a r)` is at most `N`. -/
theorem screened_le {N a r : ℝ} (hN : 0 ≤ N) (ha : 0 ≤ a) (hr : 0 < r) :
    N * Real.exp (-a * r) ≤ N :=
  mul_le_of_le_one_right hN
    (Real.exp_le_one_iff.mpr (by nlinarith [mul_nonneg ha hr.le]))
```

Without either sign the outer well can disappear. For N = −2 and a = 0 the total charge is −1 and V is positive everywhere. For l = 3, N = 1 and a = −1 the charge 1 + e^r grows without limit; V(1) > 0, but V has no lowest point beyond 1.

## Attraction inside the barrier, V(s) < 0 with s < b

This condition says that at some radius s the attraction of the ionic and core charges together overcomes the centrifugal repulsion, before a barrier at b. The existence of a lowest point rests on continuity for r > 0:

```lean
/-- The effective potential is continuous away from the nucleus. -/
theorem continuousOn_potential (l : ℕ) (N a : ℝ) :
    ContinuousOn (effectivePotential l N a) (Ioi 0) := by
  change ContinuousOn (fun r : ℝ =>
    (l : ℝ) * (l + 1) / 2 / r ^ 2 - (1 + N * Real.exp (-a * r)) / r) (Ioi 0)
  exact (continuousOn_const.div (by fun_prop) (fun x hx => pow_ne_zero 2 (ne_of_gt hx))).sub
    (ContinuousOn.div (by fun_prop) continuousOn_id (fun x hx => ne_of_gt hx))
```

Since V(b) > 0, the sign criterion gives L > 0. If r < L/(1 + N), then

r(1 + N e^(−ar)) ≤ r(1 + N) < L,

so V(r) > 0. Let ε be the smaller of s and L/(1 + N). On the closed interval [ε, b], V attains a minimum, whose value is at most V(s) < 0. The minimum is not at b, where V is positive, and no point below ε can compete, since V is positive there too. `inner_well` follows these steps; `IsMinOn` on `Ioo 0 b` means lowest on the whole open interval (0,b).

```lean
/-- For `N ≥ 0` and `a ≥ 0`, if the potential is negative at a radius `s > 0` and positive at a
larger radius `b`, then it has a lowest point between the nucleus and `b`, with negative value. -/
theorem inner_well (l : ℕ) {N a s b : ℝ} (hN : 0 ≤ N) (ha : 0 ≤ a) (hs : 0 < s) (hsb : s < b)
    (hVs : effectivePotential l N a s < 0) (hVb : 0 < effectivePotential l N a b) :
    ∃ r ∈ Ioo 0 b, IsMinOn (effectivePotential l N a) (Ioo 0 b) r ∧
      effectivePotential l N a r < 0 := by
  have hb : 0 < b := hs.trans hsb
  have hN1 : 0 < 1 + N := by linarith
  have hL : 0 < (l : ℝ) * (l + 1) / 2 :=
    lt_trans (by positivity) ((sign_criterion l N a hb).1.mp hVb)
  -- inside the radius ε the centrifugal term dominates
  obtain ⟨ε, hε⟩ : ∃ ε, ε = min s ((l : ℝ) * (l + 1) / 2 / (1 + N)) := ⟨_, rfl⟩
  have hε0 : 0 < ε := by rw [hε]; exact lt_min hs (div_pos hL hN1)
  have hεs : ε ≤ s := by rw [hε]; exact min_le_left _ _
  have hεL : ε ≤ (l : ℝ) * (l + 1) / 2 / (1 + N) := by rw [hε]; exact min_le_right _ _
  obtain ⟨r, hr, hmin⟩ := isCompact_Icc.exists_isMinOn ⟨s, hεs, hsb.le⟩
    ((continuousOn_potential l N a).mono
      (fun x (hx : x ∈ Icc ε b) => lt_of_lt_of_le hε0 hx.1))
  have hneg : effectivePotential l N a r < 0 :=
    lt_of_le_of_lt (isMinOn_iff.mp hmin s ⟨hεs, hsb.le⟩) hVs
  have hrb : r ≠ b := by
    intro h
    rw [h] at hneg
    linarith
  refine ⟨r, ⟨lt_of_lt_of_le hε0 hr.1, lt_of_le_of_ne hr.2 hrb⟩, ?_, hneg⟩
  refine isMinOn_iff.mpr fun x hx => ?_
  rcases le_or_gt ε x with h | h
  · exact isMinOn_iff.mp hmin x ⟨h, hx.2.le⟩
  · have h1 := (lt_div_iff₀ hN1).mp (lt_of_lt_of_le h hεL)
    have h2 := mul_le_mul_of_nonneg_left (screened_le hN ha hx.1) hx.1.le
    have h3 := (sign_criterion l N a hx.1).1.mpr (by linarith)
    linarith
```

Without V(s) < 0 there may be no inner well. For l = 3 and N = 0, V = 6/r² − 1/r is positive and strictly decreasing on (0,4), so it has no minimum there.

## A barrier, V(b) > 0

At b the centrifugal term wins. If V is also negative at some s < b, then b separates an inner region of attraction from the outer one. The inner argument used V(b) > 0 to obtain L > 0 and to exclude b as the minimum; the outer argument uses it to exclude b again. The outer theorem does not ask for such an s: for l = 3, N = 56, a = 2 and b = 0.1, both wells lie beyond b, and the lowest point it gives is the inner minimum.

Take t = b + L + 1. Then t(1 + N e^(−at)) ≥ t > L, so V(t) < 0. Let R be the larger of t and (1 + N)/(−V(t)). For x > R,

V(x) ≥ −(1 + N)/x ≥ V(t).

The minimum over [b, R] is therefore lowest on all of (b,∞). It is negative, so it is not at b.

```lean
/-- For `N ≥ 0` and `a ≥ 0`, beyond any radius `b > 0` at which the potential is positive it has a
lowest point, with negative value. -/
theorem outer_well (l : ℕ) {N a b : ℝ} (hN : 0 ≤ N) (ha : 0 ≤ a) (hb : 0 < b)
    (hVb : 0 < effectivePotential l N a b) :
    ∃ r ∈ Ioi b, IsMinOn (effectivePotential l N a) (Ioi b) r ∧
      effectivePotential l N a r < 0 := by
  -- the ionic attraction wins at the distant point t
  obtain ⟨t, hbt, hVt⟩ : ∃ t, b < t ∧ effectivePotential l N a t < 0 := by
    have hL : 0 ≤ (l : ℝ) * (l + 1) / 2 := by positivity
    have ht : 0 < b + (l : ℝ) * (l + 1) / 2 + 1 := by linarith
    refine ⟨b + (l : ℝ) * (l + 1) / 2 + 1, by linarith, (sign_criterion l N a ht).2.mpr ?_⟩
    have h := mul_nonneg ht.le (mul_nonneg hN
      (Real.exp_pos (-a * (b + (l : ℝ) * (l + 1) / 2 + 1))).le)
    linarith
  obtain ⟨R, hR⟩ : ∃ R, R = max t ((1 + N) / (-effectivePotential l N a t)) := ⟨_, rfl⟩
  have htR : t ≤ R := by rw [hR]; exact le_max_left _ _
  have hRV : (1 + N) / (-effectivePotential l N a t) ≤ R := by rw [hR]; exact le_max_right _ _
  obtain ⟨r, hr, hmin⟩ := isCompact_Icc.exists_isMinOn ⟨t, hbt.le, htR⟩
    ((continuousOn_potential l N a).mono
      (fun x (hx : x ∈ Icc b R) => lt_of_lt_of_le hb hx.1))
  have hrt := isMinOn_iff.mp hmin t ⟨hbt.le, htR⟩
  have hrb : b ≠ r := by
    intro h
    rw [← h] at hrt
    linarith
  refine ⟨r, lt_of_le_of_ne hr.1 hrb, ?_, lt_of_le_of_lt hrt hVt⟩
  refine isMinOn_iff.mpr fun x hx => ?_
  have hx0 : 0 < x := hb.trans hx
  rcases le_or_gt x R with h | h
  · exact isMinOn_iff.mp hmin x ⟨le_of_lt hx, h⟩
  · -- beyond R the Coulomb tail is too shallow to compete
    have h1 := (div_le_iff₀ (neg_pos.mpr hVt)).mp (hRV.trans h.le)
    have h2 : (1 + N * Real.exp (-a * x)) / x ≤ -effectivePotential l N a t := by
      rw [div_le_iff₀ hx0]
      linarith [screened_le hN ha hx0]
    have h3 : 0 ≤ (l : ℝ) * (l + 1) / 2 / x ^ 2 := by positivity
    have h4 : effectivePotential l N a x =
      (l : ℝ) * (l + 1) / 2 / x ^ 2 - (1 + N * Real.exp (-a * x)) / x := rfl
    linarith
```

Without a barrier both conclusions can fail: for l = 0 and N = 0, V = −1/r increases strictly and has no lowest point on (0,b) or on (b,∞).

## A weak core, r + N/(ea) < L

Here a > 0, and the condition says that even the largest possible core contribution leaves the centrifugal term in control at r. From e^y ≥ 1 + y with y = ar − 1,

ar ≤ e^(ar−1), hence r e^(−ar) ≤ 1/(ea).

So r(1 + N e^(−ar)) ≤ r + N/(ea) < L, and V(r) > 0.

```lean
/-- For a core charge `N ≥ 0` screened at a rate `a > 0`, the potential is positive at every
radius `r > 0` with `r + N/(e a) < l(l+1)/2`. -/
theorem positive_of_weak_core (l : ℕ) {N a r : ℝ} (hN : 0 ≤ N) (ha : 0 < a) (hr : 0 < r)
    (h : r + N * (Real.exp (-1) / a) < (l : ℝ) * (l + 1) / 2) :
    0 < effectivePotential l N a r := by
  -- r exp(-a r) is largest at r = 1/a
  have h1 : r * Real.exp (-a * r) ≤ Real.exp (-1) / a := by
    rw [le_div_iff₀ ha]
    have h2 : a * r ≤ Real.exp (a * r - 1) := by linarith [Real.add_one_le_exp (a * r - 1)]
    have h3 := mul_le_mul_of_nonneg_right h2 (Real.exp_pos (-a * r)).le
    rw [← Real.exp_add, show a * r - 1 + -a * r = -1 by ring] at h3
    linarith
  have h4 := mul_le_mul_of_nonneg_left h1 hN
  exact (sign_criterion l N a hr).1.mpr (by linarith)
```

For l = 3, a = 2 and N = 10 this guarantees that V is positive out to about r = 4.16; in fact V stays positive almost to r = 6. For N = 56 the condition fails at every r > 0, since 56/(2e) ≈ 10.3 exceeds 6, and V(1) is indeed negative.

## The values l = 3, N = 56, a = 2

These numbers supply the attraction at s = 1 and the barrier at b = 4. From e² < 8 and e⁸ > 256,

V(1) = 5 − 56e^(−2) < 5 − 7 = −2,

V(4) = 1/8 − 14e^(−8) > 1/8 − 14/256 > 0.

For r > 4 put u = 1/r < 1/4. Since 6u² − u ≥ −1/24,

V(r) ≥ −1/24 − 14/256 > −1/10.

In the proof these are `v1`, `v4` and `tail`. The two well theorems then supply r₁ and r₂, and a lowest point on an open interval is a local minimum, `IsLocalMin`.

```lean
/-- The f-electron potential has a local minimum in `(0,4)` with value below `-2` and another
beyond `4` with value between `-1/10` and `0`, and it is positive at `r = 4`. -/
theorem f_electron_double_well :
    ∃ r₁ ∈ Ioo (0 : ℝ) 4, ∃ r₂ ∈ Ioi (4 : ℝ),
      IsLocalMin fPotential r₁ ∧ IsLocalMin fPotential r₂ ∧
      fPotential r₁ < -2 ∧ 0 < fPotential 4 ∧
      -1 / 10 < fPotential r₂ ∧ fPotential r₂ < 0 := by
  -- numerical bounds on the screening factor at r = 1 and r = 4
  have e2 : 1 / 8 < Real.exp (-2) := by
    have h : Real.exp 2 < 8 := by
      rw [show (2 : ℝ) = 1 + 1 by norm_num, Real.exp_add]
      nlinarith [Real.exp_one_lt_d9, Real.exp_pos 1]
    have h1 : Real.exp (-2) * Real.exp 2 = 1 := by rw [← Real.exp_add]; norm_num
    nlinarith [mul_pos (Real.exp_pos (-2)) (sub_pos.mpr h)]
  have e8 : Real.exp (-8) < 1 / 256 := by
    have h0 : (2 : ℝ) < Real.exp 1 := by linarith [Real.exp_one_gt_d9]
    have h : (2 : ℝ) ^ 8 < Real.exp 1 ^ 8 := pow_lt_pow_left₀ h0 (by norm_num) (by norm_num)
    have h1 : Real.exp (-8) * Real.exp 1 ^ 8 = 1 := by
      rw [← Real.exp_nat_mul, ← Real.exp_add]; norm_num
    nlinarith [mul_pos (Real.exp_pos (-8)) (sub_pos.mpr h)]
  have v1 : fPotential 1 < -2 := by
    unfold fPotential
    rw [show (-2 : ℝ) * 1 = -2 by norm_num]
    linarith
  have v4 : 0 < fPotential 4 := by
    unfold fPotential
    rw [show (-2 : ℝ) * 4 = -8 by norm_num]
    linarith
  have tail : ∀ r : ℝ, 4 < r → -1 / 10 < fPotential r := by
    intro r hr
    have hu : 0 < r⁻¹ := inv_pos.mpr (by linarith)
    have hur : r⁻¹ * r = 1 := inv_mul_cancel₀ (by linarith)
    have hu4 : r⁻¹ ≤ 1 / 4 := by nlinarith [mul_pos hu (sub_pos.mpr hr)]
    have hX : Real.exp (-2 * r) ≤ 1 / 256 :=
      (Real.exp_le_exp.mpr (by linarith)).trans e8.le
    have hp := mul_le_mul hu4 hX (Real.exp_pos _).le (by norm_num)
    have he : fPotential r = 6 * r⁻¹ ^ 2 - r⁻¹ - 56 * (r⁻¹ * Real.exp (-2 * r)) := by
      unfold fPotential
      ring
    rw [he]
    nlinarith [sq_nonneg (r⁻¹ - 1 / 12)]
  have w1 : effectivePotential 3 56 2 1 < 0 := by rw [← fPotential_eq]; linarith
  have w4 : 0 < effectivePotential 3 56 2 4 := by rw [← fPotential_eq]; exact v4
  obtain ⟨r₁, hr₁, m₁, -⟩ := inner_well 3 (by norm_num) (by norm_num) one_pos (by norm_num) w1 w4
  obtain ⟨r₂, hr₂, m₂, n₂⟩ := outer_well 3 (by norm_num) (by norm_num) (by norm_num) w4
  rw [← fPotential_eq] at m₁ m₂ n₂
  exact ⟨r₁, hr₁, r₂, hr₂, m₁.isLocalMin (Ioo_mem_nhds hr₁.1 hr₁.2),
    m₂.isLocalMin (Ioi_mem_nhds hr₂),
    lt_of_le_of_lt (isMinOn_iff.mp m₁ 1 ⟨one_pos, by norm_num⟩) v1, v4, tail r₂ hr₂, n₂⟩

end

end OrbitalCollapse
```

The bound −2 is loose: direct evaluation gives V(1/4) ≈ −44. In this one-electron model with a fixed potential, the two wells offer an f orbital a compact and a diffuse region. The theorems do not say how a given orbital is distributed between them; solving the radial equation would show it.

```lean
#print axioms OrbitalCollapse.positive_of_weak_core
#print axioms OrbitalCollapse.f_electron_double_well
```

```
'OrbitalCollapse.positive_of_weak_core' depends on axioms: [propext, Classical.choice, Quot.sound]
'OrbitalCollapse.f_electron_double_well' depends on axioms: [propext, Classical.choice, Quot.sound]
```
